# A change of the Hamiltonian smaller than the gap adds no ghost state if the reference states survive

Let a Hermitian Hamiltonian \(H'\) have orthonormal eigenvectors \(c_1,\dots,c_m\) with eigenvalues \(e_i\le E\). Let a comparison Hamiltonian \(H\) have energy at least \(E+g\) on every normalised state orthogonal to the \(c_i\). If \(\|H'-H\|<g\), the eigenvectors of \(H'\) with eigenvalue at most \(E\) span exactly the span of the \(c_i\). At \(\|H'-H\|=g\) this can fail, and a two-level example shows it.

A norm-conserving pseudopotential is built to reproduce chosen reference states. Its nonlocal projectors may also pull an unwanted state, a ghost, down among them. Here a ghost is an eigenvector of \(H'\) with eigenvalue at most \(E\) that lies outside the span of the reference states. The number \(g\) measures how far above \(E\) the comparison Hamiltonian keeps everything else. For a one-electron Hamiltonian in a finite basis, with the effective potential held fixed, the criterion tells how strong an added nonlocal term that keeps the reference states as eigenvectors may be before a ghost has to be looked for.

## States, gap and nonlocal potential

States are vectors in a complex inner product space, called `V` in the code; the letter does not stand for a potential. The type `ι` labels reference states and `κ` labels projectors.

```lean
import Mathlib

open scoped InnerProductSpace

namespace GhostFreeProjectors

noncomputable section

variable {V : Type*} [NormedAddCommGroup V] [InnerProductSpace ℂ V] {ι κ : Type*}
```

Hamiltonians are bounded operators, `V →L[ℂ] V`, measured in the operator norm. This suits a finite basis. The passage to the full Schrödinger operator, whose kinetic energy is unbounded, is left open. An operator \(A\) is Hermitian if \(\langle Ax,y\rangle=\langle x,Ay\rangle\) for all \(x,y\). The inner product is conjugate-linear in its first argument, as in Dirac notation.

```lean
/-- A bounded operator is Hermitian if it can be moved across the inner product. -/
def Hermitian (A : V →L[ℂ] V) : Prop := ∀ x y, ⟪A x, y⟫_ℂ = ⟪x, A y⟫_ℂ
```

The gap condition on \(H\) reads

\[
\langle c_i,x\rangle=0\ \text{for all } i
\quad\Longrightarrow\quad
(E+g)\,\|x\|^2\le \operatorname{Re}\langle x,Hx\rangle .
\]

The factor \(\|x\|^2\) appears because \(x\) need not be normalised. The real part is taken because \(H\) is not required to be Hermitian here.

```lean
/-- The real part of the energy expectation of `H` is at least `E + g` per unit norm squared on all
states orthogonal to the reference states `c`. -/
def GapAbove (H : V →L[ℂ] V) (c : ι → V) (E g : ℝ) : Prop :=
  ∀ x, (∀ i, ⟪c i, x⟫_ℂ = 0) → (E + g) * ‖x‖ ^ 2 ≤ (⟪x, H x⟫_ℂ).re
```

The levels up to \(E\) are collected in the span of all eigenvectors with real eigenvalue \(\mu\le E\). This counts eigenvectors, and so says nothing of a continuous spectrum in infinite dimension.

```lean
/-- The space spanned by all eigenvectors of `A` with real eigenvalue at most `E`. -/
def lowStates (A : V →L[ℂ] V) (E : ℝ) : Submodule ℂ V :=
  Submodule.span ℂ {x | ∃ μ : ℝ, μ ≤ E ∧ A x = (μ : ℂ) • x}
```

The nonlocal potential is \(\sum_{ij}B_{ij}|\beta_i\rangle\langle\beta_j|\), with projector functions \(\beta_i\) of any norm and a coupling matrix \(B\), often written \(D_{ij}\).

```lean
/-- The nonlocal potential `∑ B i j |β i⟩⟨β j|` with projectors `β` and coupling matrix `B`. -/
def separable [Fintype κ] (β : κ → V) (B : Matrix κ κ ℂ) : V →L[ℂ] V :=
  ∑ i, ∑ j, B i j • (innerSL ℂ (β j)).smulRight (β i)
```

## Energies orthogonal to the reference states

Let \(x\) be orthogonal to all \(c_i\). By Cauchy–Schwarz and the definition of the operator norm,

\[
|\operatorname{Re}\langle x,(H'-H)x\rangle|\le\|x\|\,\|(H'-H)x\|\le\|H'-H\|\,\|x\|^2 .
\]

Adding this change to the energy of \(H\) gives

\[
\operatorname{Re}\langle x,H'x\rangle\ge\bigl(E+g-\|H'-H\|\bigr)\|x\|^2 .
\]

In the code, `h2` is the first display, `h3` splits the energy difference, and `nlinarith` combines them with the gap condition.

```lean
/-- If `H` lies above `E + g` on the complement of the reference states, then `H'` lies above
`E + g - ‖H' - H‖` there. -/
theorem complement_energy {H H' : V →L[ℂ] V} {c : ι → V} {E g : ℝ}
    (hgap : GapAbove H c E g) {x : V} (hx : ∀ i, ⟪c i, x⟫_ℂ = 0) :
    (E + g - ‖H' - H‖) * ‖x‖ ^ 2 ≤ (⟪x, H' x⟫_ℂ).re := by
  have h1 := hgap x hx
  -- the perturbation changes the energy by at most its norm
  have h2 : |(⟪x, (H' - H) x⟫_ℂ).re| ≤ ‖H' - H‖ * ‖x‖ ^ 2 := calc
    |(⟪x, (H' - H) x⟫_ℂ).re| ≤ ‖⟪x, (H' - H) x⟫_ℂ‖ := Complex.abs_re_le_norm _
    _ ≤ ‖x‖ * ‖(H' - H) x‖ := norm_inner_le_norm _ _
    _ ≤ ‖x‖ * (‖H' - H‖ * ‖x‖) :=
      mul_le_mul_of_nonneg_left ((H' - H).le_opNorm x) (norm_nonneg x)
    _ = ‖H' - H‖ * ‖x‖ ^ 2 := by ring
  have h3 : (⟪x, (H' - H) x⟫_ℂ).re = (⟪x, H' x⟫_ℂ).re - (⟪x, H x⟫_ℂ).re := by
    rw [sub_apply, inner_sub_right, Complex.sub_re]
  have h4 := neg_abs_le (⟪x, (H' - H) x⟫_ℂ).re
  nlinarith
```

Suppose now that \(\|H'-H\|<g\), that \(x\ne0\) and that \(H'x=\mu x\) with \(\mu\) real. The left side becomes \(\mu\|x\|^2\), and division by \(\|x\|^2>0\) yields

\[
\mu\ge E+g-\|H'-H\|>E .
\]

Every remaining eigenvalue, meaning one with an eigenvector orthogonal to the reference states, therefore exceeds \(E\).

```lean
/-- If `H` lies above `E + g` on the complement of the reference states and `‖H' - H‖ < g`,
every real eigenvalue of `H'` with an eigenvector in that complement exceeds `E`. -/
theorem remaining_eigenvalue_gt {H H' : V →L[ℂ] V} {c : ι → V} {E g μ : ℝ}
    (hgap : GapAbove H c E g) (hnorm : ‖H' - H‖ < g) {x : V}
    (hx : ∀ i, ⟪c i, x⟫_ℂ = 0) (hx0 : x ≠ 0) (hμ : H' x = (μ : ℂ) • x) : E < μ := by
  have h := complement_energy (H' := H') hgap hx
  have hn : (⟪x, x⟫_ℂ).re = ‖x‖ ^ 2 := inner_self_eq_norm_sq (𝕜 := ℂ) x
  rw [hμ, inner_smul_right, Complex.re_ofReal_mul, hn] at h
  have hp : 0 < ‖x‖ ^ 2 := pow_pos (norm_pos_iff.mpr hx0) 2
  have := le_of_mul_le_mul_right h hp
  linarith
```

## Removing the reference components

An arbitrary eigenvector \(x\) of \(H'\), with \(H'x=\mu x\), may overlap with the reference states. Subtract these components:

\[
q=x-\sum_j\langle c_j,x\rangle c_j .
\]

Orthonormality gives \(\langle c_i,q\rangle=0\). Since \(H'\) is Hermitian and \(e_i\) is real,

\[
e_i\langle c_i,x\rangle=\langle H'c_i,x\rangle=\langle c_i,H'x\rangle=\mu\langle c_i,x\rangle ,
\]

which is `key` in the proof. Hence

\[
H'q=\mu x-\sum_j e_j\langle c_j,x\rangle c_j=\mu x-\sum_j\mu\langle c_j,x\rangle c_j=\mu q .
\]

```lean
/-- Removing from an eigenvector of a Hermitian `H'` its components along orthonormal
eigenvectors `c` leaves a vector orthogonal to `c` that obeys the same eigenvalue equation. -/
theorem deflated_eigenvector [Fintype ι] {H' : V →L[ℂ] V} {c : ι → V} {e : ι → ℝ} {μ : ℝ}
    (hH' : Hermitian H') (hon : Orthonormal ℂ c) (hc : ∀ i, H' (c i) = (e i : ℂ) • c i)
    {x : V} (hμ : H' x = (μ : ℂ) • x) :
    (∀ i, ⟪c i, x - ∑ j, ⟪c j, x⟫_ℂ • c j⟫_ℂ = 0) ∧
      H' (x - ∑ j, ⟪c j, x⟫_ℂ • c j) = (μ : ℂ) • (x - ∑ j, ⟪c j, x⟫_ℂ • c j) := by
  constructor
  · intro i
    have h : ⟪c i, ∑ j, ⟪c j, x⟫_ℂ • c j⟫_ℂ = ⟪c i, x⟫_ℂ :=
      hon.inner_right_fintype (fun j => ⟪c j, x⟫_ℂ) i
    rw [inner_sub_right, h, sub_self]
  · -- an overlap survives only between equal eigenvalues
    have key : ∀ i, (e i : ℂ) * ⟪c i, x⟫_ℂ = (μ : ℂ) * ⟪c i, x⟫_ℂ := by
      intro i
      have h := hH' (c i) x
      rw [hc i, hμ, inner_smul_left, inner_smul_right, Complex.conj_ofReal] at h
      exact h
    rw [map_sub, map_sum, hμ, smul_sub, Finset.smul_sum]
    congr 1
    refine Finset.sum_congr rfl fun i _ => ?_
    rw [map_smul, hc i, smul_smul, smul_smul, ← key i, mul_comm]
```

## No additional level up to \(E\)

Take \(\mu\le E\). If \(q\) were nonzero, it would be an eigenvector orthogonal to the reference states, and its eigenvalue would exceed \(E\), a contradiction. So \(q=0\) and \(x=\sum_j\langle c_j,x\rangle c_j\) lies in the span of the \(c_j\). Conversely, each \(c_i\) is an eigenvector with \(e_i\le E\). The two spans agree, and their dimension is \(m\) because orthonormal vectors are linearly independent.

The theorem asks only \(H'\) to be Hermitian and to have the \(c_i\) as eigenvectors; \(H\) enters through the gap condition and the norm. Positivity of \(g\) follows from \(\|H'-H\|<g\). The two inclusions are the two branches after `le_antisymm`, and `hq` is the argument by contradiction.

```lean
/-- Ghost-free criterion: let a Hermitian `H'` have orthonormal eigenvectors `c` with eigenvalues
at most `E`, let `H` lie above `E + g` on their complement, and let `‖H' - H‖ < g`. Then the
eigenvectors of `H'` up to `E` span exactly the span of `c`, with dimension the number of `c`. -/
theorem ghost_free [Fintype ι] {H H' : V →L[ℂ] V} {c : ι → V} {e : ι → ℝ} {E g : ℝ}
    (hH' : Hermitian H') (hon : Orthonormal ℂ c) (hc : ∀ i, H' (c i) = (e i : ℂ) • c i)
    (he : ∀ i, e i ≤ E) (hgap : GapAbove H c E g) (hnorm : ‖H' - H‖ < g) :
    lowStates H' E = Submodule.span ℂ (Set.range c) ∧
      Module.finrank ℂ (lowStates H' E) = Fintype.card ι := by
  have hspan : lowStates H' E = Submodule.span ℂ (Set.range c) := by
    apply le_antisymm
    · refine Submodule.span_le.mpr ?_
      rintro x ⟨μ, hμE, hμ⟩
      obtain ⟨horth, heig⟩ := deflated_eigenvector hH' hon hc hμ
      -- a nonzero remainder would be a ghost
      have hq : x - ∑ j, ⟪c j, x⟫_ℂ • c j = 0 := by
        by_contra hne
        exact not_lt_of_ge hμE (remaining_eigenvalue_gt hgap hnorm horth hne heig)
      have hmem : ∑ j, ⟪c j, x⟫_ℂ • c j ∈ Submodule.span ℂ (Set.range c) :=
        Submodule.sum_mem _ fun i _ =>
          Submodule.smul_mem _ _ (Submodule.subset_span ⟨i, rfl⟩)
      rw [← sub_eq_zero.mp hq] at hmem
      exact hmem
    · refine Submodule.span_le.mpr ?_
      rintro _ ⟨i, rfl⟩
      exact Submodule.subset_span ⟨e i, he i, hc i⟩
  refine ⟨hspan, ?_⟩
  rw [hspan]
  exact finrank_span_eq_card hon.linearIndependent
```

## Several projectors at once

Applied to a state, the nonlocal potential gives \(\sum_{ij}B_{ij}\langle\beta_j,x\rangle\beta_i\).

```lean
/-- The nonlocal potential acts by projecting on each `β j` and returning `β i` with
weight `B i j`. -/
theorem separable_apply [Fintype κ] (β : κ → V) (B : Matrix κ κ ℂ) (x : V) :
    separable β B x = ∑ i, ∑ j, B i j • ⟪β j, x⟫_ℂ • β i := by
  simp [separable, sum_apply]
```

The operator \(|\beta_i\rangle\langle\beta_j|\) has norm \(\|\beta_i\|\,\|\beta_j\|\), so the triangle inequality gives

\[
\Bigl\|\sum_{ij}B_{ij}|\beta_i\rangle\langle\beta_j|\Bigr\|\le\sum_{ij}|B_{ij}|\,\|\beta_i\|\,\|\beta_j\| .
\]

```lean
/-- The norm of the nonlocal potential is at most the sum of `|B i j| ‖β i‖ ‖β j‖`. -/
theorem separable_norm_le [Fintype κ] (β : κ → V) (B : Matrix κ κ ℂ) :
    ‖separable β B‖ ≤ ∑ i, ∑ j, ‖B i j‖ * (‖β i‖ * ‖β j‖) := by
  refine (norm_sum_le _ _).trans (Finset.sum_le_sum fun i _ => ?_)
  refine (norm_sum_le _ _).trans (Finset.sum_le_sum fun j _ => ?_)
  rw [norm_smul, ContinuousLinearMap.norm_smulRight_apply, innerSL_apply_norm,
    mul_comm ‖β j‖]
```

If \(B\) is Hermitian, then \(\overline{B_{ij}}=B_{ji}\). Writing \(W\) for the nonlocal potential,

\[
\langle Wx,y\rangle=\sum_{ij}\overline{B_{ij}}\,\langle x,\beta_j\rangle\langle\beta_i,y\rangle
=\sum_{ij}B_{ji}\,\langle x,\beta_j\rangle\langle\beta_i,y\rangle=\langle x,Wy\rangle ,
\]

where the last equality exchanges the names \(i\) and \(j\). The exchange is `Finset.sum_comm` in the code.

```lean
/-- A Hermitian coupling matrix gives a Hermitian nonlocal potential. -/
theorem separable_hermitian [Fintype κ] (β : κ → V) {B : Matrix κ κ ℂ}
    (hB : B.IsHermitian) : Hermitian (separable β B) := by
  intro x y
  rw [separable_apply, separable_apply]
  simp only [sum_inner, inner_sum, inner_smul_left, inner_smul_right]
  rw [Finset.sum_comm]
  refine Finset.sum_congr rfl fun a _ => Finset.sum_congr rfl fun b _ => ?_
  have h : starRingEnd ℂ (B b a) = B a b := hB.apply a b
  rw [inner_conj_symm, h]
  ring
```

Now let \(H\) itself be Hermitian with \(Hc_i=e_ic_i\), and put \(H'=H+W\). If every \(\beta_k\) is orthogonal to every \(c_i\), then \(Wc_i=0\), so \(H'c_i=e_ic_i\): both Hamiltonians share the reference states and their energies. Since \(H'-H=W\), the norm condition follows from

\[
\sum_{ij}|B_{ij}|\,\|\beta_i\|\,\|\beta_j\|<g .
\]

The orthogonality condition means that \(W\) is a correction invisible to the reference states. Projectors that help to create those states generally overlap with them, and such terms belong in \(H\). That \(H\) with these terms has no ghost up to \(E\) is then part of the assumption, through the gap condition with \(g>0\); the theorem covers only the added \(W\). The three goals left by `refine` are the Hermiticity of \(H+W\), its eigenvalue equations and the norm bound.

```lean
/-- Multiple projectors: let a Hermitian `H` have orthonormal eigenvectors `c` with eigenvalues at
most `E` and lie above `E + g` on their complement. Adding a Hermitian nonlocal potential with
projectors orthogonal to `c` and `∑ |B i j| ‖β i‖ ‖β j‖ < g` creates no ghost up to `E`. -/
theorem separable_ghost_free [Fintype ι] [Fintype κ] {H : V →L[ℂ] V} {c : ι → V}
    {e : ι → ℝ} {E g : ℝ} {β : κ → V} {B : Matrix κ κ ℂ}
    (hH : Hermitian H) (hon : Orthonormal ℂ c) (hc : ∀ i, H (c i) = (e i : ℂ) • c i)
    (he : ∀ i, e i ≤ E) (hgap : GapAbove H c E g) (hB : B.IsHermitian)
    (hβ : ∀ k i, ⟪β k, c i⟫_ℂ = 0)
    (hsmall : ∑ i, ∑ j, ‖B i j‖ * (‖β i‖ * ‖β j‖) < g) :
    lowStates (H + separable β B) E = Submodule.span ℂ (Set.range c) := by
  refine (ghost_free (H := H) (e := e) ?_ hon ?_ he hgap ?_).1
  · intro x y
    rw [add_apply, add_apply, inner_add_left,
      inner_add_right, hH x y, separable_hermitian β hB x y]
  · intro i
    rw [add_apply, hc i, separable_apply]
    simp [hβ]
  · rw [add_sub_cancel_left]
    exact (separable_norm_le β B).trans_lt hsmall
```

## A ghost exactly at the threshold

Number the basis states of a two-level system 0 and 1, as Lean does.

```lean
/-- The two basis states of a two-level system. -/
def ket (i : Fin 2) : EuclideanSpace ℂ (Fin 2) := EuclideanSpace.single i 1
```

The diagonal Hamiltonian \(\operatorname{diag}(a,b)\) is a nonlocal potential whose projectors are these two states.

```lean
/-- The two-level Hamiltonian with diagonal matrix `diag(a, b)`. -/
def twoLevel (a b : ℝ) : EuclideanSpace ℂ (Fin 2) →L[ℂ] EuclideanSpace ℂ (Fin 2) :=
  separable ket !![(a : ℂ), 0; 0, (b : ℂ)]
```

Let \(e\le E\) and \(g>0\). Take \(H=\operatorname{diag}(e,E+g)\) and lower its upper level by \(t\ge0\), so that \(H'=\operatorname{diag}(e,E+g-t)\). State 0 is the single reference state, with energy \(e\) in both. A vector orthogonal to it has only the amplitude \(x_1\), and

\[
\langle x,Hx\rangle=(E+g)|x_1|^2=(E+g)\|x\|^2 ,
\]

so the gap condition holds with equality. The difference is \(H'-H=-t\,|1\rangle\langle1|\), whose norm is \(t\). For \(e\le E\) and \(t<g\), all hypotheses of the criterion are met, and the upper level \(E+g-t\) indeed lies above \(E\).

In the proof, `happ` writes out the action of the diagonal operator and `hd` identifies the difference.

```lean
/-- For `t ≥ 0`, `diag(e, E + g)` and `diag(e, E + g - t)` are Hermitian, share state 0 at energy
`e` and differ by norm `t`. The first has energy at least `E + g` per unit norm squared on the
complement of state 0; the second has state 1 at energy `E + g - t`. -/
theorem twoLevel_witness (e E g t : ℝ) (ht : 0 ≤ t) :
    Orthonormal ℂ ket ∧ Hermitian (twoLevel e (E + g)) ∧ Hermitian (twoLevel e (E + g - t)) ∧
    twoLevel e (E + g) (ket 0) = (e : ℂ) • ket 0 ∧
    twoLevel e (E + g - t) (ket 0) = (e : ℂ) • ket 0 ∧
    GapAbove (twoLevel e (E + g)) (fun _ : Unit => ket 0) E g ∧
    ‖twoLevel e (E + g - t) - twoLevel e (E + g)‖ = t ∧
    twoLevel e (E + g - t) (ket 1) = ((E + g - t : ℝ) : ℂ) • ket 1 := by
  have hon : Orthonormal ℂ ket := by
    rw [orthonormal_iff_ite]
    intro i j
    fin_cases i <;> fin_cases j <;> simp [ket, EuclideanSpace.inner_single_left]
  have hherm : ∀ a b : ℝ, Hermitian (twoLevel a b) := fun a b =>
    separable_hermitian ket (Matrix.IsHermitian.ext fun i j => by
      fin_cases i <;> fin_cases j <;> simp)
  have happ : ∀ (a b : ℝ) (x : EuclideanSpace ℂ (Fin 2)), twoLevel a b x =
      (a : ℂ) • ⟪ket 0, x⟫_ℂ • ket 0 + (b : ℂ) • ⟪ket 1, x⟫_ℂ • ket 1 := by
    intro a b x
    rw [twoLevel, separable_apply]
    simp [Fin.sum_univ_two]
  have hin : ∀ (i : Fin 2) (x : EuclideanSpace ℂ (Fin 2)), ⟪ket i, x⟫_ℂ = x i := by
    intro i x
    simp [ket, EuclideanSpace.inner_single_left]
  have hk0 : ∀ a b : ℝ, twoLevel a b (ket 0) = (a : ℂ) • ket 0 := by
    intro a b
    rw [happ, hin, hin]
    simp [ket]
  have hk1 : ∀ a b : ℝ, twoLevel a b (ket 1) = (b : ℂ) • ket 1 := by
    intro a b
    rw [happ, hin, hin]
    simp [ket]
  refine ⟨hon, hherm _ _, hherm _ _, hk0 _ _, hk0 _ _, ?_, ?_, hk1 _ _⟩
  · -- on the complement only the amplitude of state 1 is left
    intro x hx
    have h0 : x 0 = 0 := (hin 0 x).symm.trans (hx ())
    rw [happ, hin, hin, h0, zero_smul, smul_zero, zero_add, inner_smul_right,
      inner_smul_right, ← inner_conj_symm x (ket 1), hin, Complex.mul_conj,
      Complex.re_ofReal_mul, Complex.ofReal_re, EuclideanSpace.norm_sq_eq,
      Fin.sum_univ_two, h0, norm_zero, Complex.normSq_eq_norm_sq]
    apply le_of_eq
    ring
  · -- the difference is `-t` times the projector on state 1
    have hd : twoLevel e (E + g - t) - twoLevel e (E + g) =
        (-(t : ℂ)) • (innerSL ℂ (ket 1)).smulRight (ket 1) := by
      refine ContinuousLinearMap.ext fun x => ?_
      change twoLevel e (E + g - t) x - twoLevel e (E + g) x =
        (-(t : ℂ)) • ⟪ket 1, x⟫_ℂ • ket 1
      rw [happ, happ]
      push_cast
      module
    rw [hd, norm_smul, ContinuousLinearMap.norm_smulRight_apply, innerSL_apply_norm,
      hon.1 1, norm_neg, Complex.norm_real, Real.norm_of_nonneg ht]
    ring
```

At \(t=g>0\) the upper level arrives at \(E\). Its eigenvector is nonzero and orthogonal to the reference state, so it is a ghost, while \(\|H'-H\|=g\). With \(e\le E\), every other hypothesis of the criterion still holds; the strict inequality \(\|H'-H\|<g\) therefore can't be weakened to \(\le\).

```lean
/-- Threshold case: for `g > 0`, `diag(e, E + g)` has energy at least `E + g` per unit norm squared
on the complement of state 0, which it shares with `diag(e, E)` at energy `e`. The two differ by
norm exactly `g`, yet `diag(e, E)` has the nonzero state 1, orthogonal to state 0, at `E`. -/
theorem ghost_at_threshold (e E g : ℝ) (hg : 0 < g) :
    GapAbove (twoLevel e (E + g)) (fun _ : Unit => ket 0) E g ∧
    twoLevel e (E + g) (ket 0) = (e : ℂ) • ket 0 ∧
    twoLevel e E (ket 0) = (e : ℂ) • ket 0 ∧
    ‖twoLevel e E - twoLevel e (E + g)‖ = g ∧
    ⟪ket 0, ket 1⟫_ℂ = 0 ∧ ket 1 ≠ 0 ∧ twoLevel e E (ket 1) = (E : ℂ) • ket 1 := by
  have h := twoLevel_witness e E g g hg.le
  rw [add_sub_cancel_right] at h
  obtain ⟨hon, -, -, h1, h2, h3, h4, h5⟩ := h
  exact ⟨h3, h1, h2, h4, hon.2 (by decide), hon.ne_zero 1, h5⟩

end

end GhostFreeProjectors
```

```lean
#print axioms GhostFreeProjectors.separable_ghost_free
#print axioms GhostFreeProjectors.ghost_at_threshold
```

```
'GhostFreeProjectors.separable_ghost_free' depends on axioms: [propext, Classical.choice, Quot.sound]
'GhostFreeProjectors.ghost_at_threshold' depends on axioms: [propext, Classical.choice, Quot.sound]
```
